# The barycentre rule: a one-electron field shifts the configuration average of a shell only through its trace

## Question

Before the barycentre rule of crystal field theory can be stated formally, one has to decide what the centre of gravity of a configuration is. I take it to be the mean one-electron energy over all determinants that place $n$ electrons in $N$ spin orbitals with energies $e_i$. The claim is that the determinant energies add up to $\binom{N-1}{n-1}\sum_i e_i$ for $N \ge 1$ and $n \ge 1$, so that a traceless one-electron field leaves the average where it was. How does one state and prove this in Lean 4 with Mathlib, for a field that need not be diagonal, and does the $-\tfrac{2}{5}\Delta$ of a d shell in a cubic field follow?

## Answer

### Modelling choices

The spin orbitals are the elements $i$ of a finite type `ι`, and $N$ is `Fintype.card ι`. A determinant is identified with its set $S$ of occupied spin orbitals, so the exclusion principle is built into the type `Finset ι`, and the signs of determinants never enter. `configs ι n` is the collection of all $S$ with $|S| = n$. Orbital energies are an arbitrary function `e : ι → ℝ`, and the two quantities of interest are

$$E(S) = \sum_{i \in S} e_i, \qquad \bar E_n(e) = \frac{\sum_{|S| = n} E(S)}{\#\{S : |S| = n\}},$$

which are `configEnergy e S` and `configAverage n e`. Every determinant has weight one, whatever its spin projection or symmetry.

The factor $\binom{N-1}{n-1}$ contains two subtractions of natural numbers. The statements avoid them by writing $N = M + 1$ (hypothesis `hN`) and giving the sum rule for $n + 1$ electrons with $n \ge 0$, so that the factor reads $\binom{M}{n}$. From the formula for the average onwards, $n$ is again the electron number itself.

In the operator form, $H$ and $V$ are $N \times N$ Hermitian matrices over a field `𝕜` of class `RCLike`, that is real or complex, and they need not commute. They stand for the one-electron Hamiltonian and the added field in an orthonormal basis of spin orbitals. The orbital energies are the real eigenvalues counted with multiplicity: `hH.eigenvalues` before the field is applied and `(hH.add hV).eigenvalues` after.

The model is one of non-interacting electrons in a fixed finite orbital space. Electron repulsion, multiplet terms and mixing with orbitals beyond the shell are absent, and no many-electron Hilbert space is constructed: the additive form of $E(S)$ is a definition. Within that non-interacting model, a traceless field leaves the configuration average at its field-free value for every electron count $1 \le n \le N$.

### Derivation by hand

*Step 1, occupation count.* Fix an orbital $i$ among $M + 1$. There are $\binom{M+1}{n+1}$ determinants with $n + 1$ electrons. Those that leave $i$ empty are the $(n+1)$-element subsets of the other $M$ orbitals, $\binom{M}{n+1}$ in number. By Pascal's rule $\binom{M+1}{n+1} = \binom{M}{n} + \binom{M}{n+1}$, the number that occupy $i$ is $\binom{M}{n}$.

*Step 2, sum rule.* Let $[i \in S]$ be $1$ if $i$ is occupied in $S$ and $0$ otherwise. Then

$$\sum_{|S| = n+1} E(S) = \sum_{|S| = n+1} \sum_i [i \in S]\, e_i = \sum_i e_i \sum_{|S| = n+1} [i \in S] = \binom{M}{n} \sum_i e_i .$$

With $N = M + 1$ and electron number $n + 1$ this is the formula of the question.

*Step 3, the average.* For $n + 1 \le M + 1$ both $(M+1)\binom{M}{n}$ and $(n+1)\binom{M+1}{n+1}$ equal $(M+1)!/\big(n!\,(M-n)!\big)$, and $\binom{M+1}{n+1} > 0$. Hence

$$\bar E_{n+1}(e) = \frac{\binom{M}{n}}{\binom{M+1}{n+1}} \sum_i e_i = (n+1)\,\frac{\sum_i e_i}{M+1}.$$

With no electrons the only determinant is the empty set, of energy $0$. Together, for every electron number $n$ with $0 \le n \le M + 1$,

$$\bar E_n(e) = n\,\frac{\sum_i e_i}{M+1}.$$

*Step 4, comparing level schemes.* For $1 \le n \le N$ the factor $n/N$ is nonzero, so for two sets of energies $e$ and $e'$ one has $\bar E_n(e') = \bar E_n(e)$ exactly when $\sum_i e'_i = \sum_i e_i$.

*Step 5, diagonal field.* Let $v_i$ be real shifts and $e'_i = e_i + v_i$. Then $\sum_i e'_i = \sum_i e_i + \sum_i v_i$, and the average is unchanged exactly when $\sum_i v_i = 0$.

*Step 6, general Hermitian field.* Let $\lambda_i$ be the eigenvalues of $H$ and $\mu_i$ those of $H + V$. The trace of a Hermitian matrix is the sum of its eigenvalues, so $\sum_i \mu_i = \operatorname{tr} H + \operatorname{tr} V = \sum_i \lambda_i + \operatorname{tr} V$. By step 4, $\bar E_n(\mu) = \bar E_n(\lambda)$ exactly when $\operatorname{tr} V = 0$. The individual $\mu_i$ are not needed, and no perturbation expansion is involved.

*Step 7, d shell.* Five orbitals with two spin states give $N = 10$. With bare energy $\varepsilon$, three orbitals shifted by $x$ and two by $x + \Delta$, the sum of the levels is $10\varepsilon + 6x + 4(x + \Delta) = 10\varepsilon + 10x + 4\Delta$. Step 3 gives $\bar E_n = n\,(\varepsilon + x + \tfrac{2}{5}\Delta)$, which for $1 \le n \le 10$ equals $n\varepsilon$ exactly when $x = -\tfrac{2}{5}\Delta$. The twofold level is then shifted by $x + \Delta = \tfrac{3}{5}\Delta$.

### The Lean file

```lean
import Mathlib

open Finset

namespace BarycentreRule

noncomputable section

variable {ι : Type*} [Fintype ι]

/-- The `n`-electron determinants: all `n`-element sets of occupied spin orbitals. -/
def configs (ι : Type*) [Fintype ι] (n : ℕ) : Finset (Finset ι) :=
  powersetCard n univ

/-- One-electron energy of a determinant: the sum of the occupied orbital energies. -/
def configEnergy {ι : Type*} (e : ι → ℝ) (S : Finset ι) : ℝ :=
  ∑ i ∈ S, e i

/-- Configuration average: the mean energy over all `n`-electron determinants. -/
def configAverage (n : ℕ) (e : ι → ℝ) : ℝ :=
  (∑ S ∈ configs ι n, configEnergy e S) / (#(configs ι n) : ℝ)

/-- Among `M + 1` spin orbitals, a given one is occupied in `C(M, n)` of the
determinants with `n + 1` electrons. -/
theorem card_configs_occupied [DecidableEq ι] {M : ℕ} (hN : Fintype.card ι = M + 1)
    (n : ℕ) (i : ι) :
    #((configs ι (n + 1)).filter (fun S => i ∈ S)) = M.choose n := by
  unfold configs
  -- determinants leaving `i` empty are determinants on the other `M` orbitals
  have h1 : (powersetCard (n + 1) (univ : Finset ι)).filter (fun S => ¬ i ∈ S)
      = powersetCard (n + 1) (univ.erase i) := by
    ext S
    simp only [mem_filter, mem_powersetCard, subset_erase, subset_univ, true_and]
    tauto
  have h2 : #((powersetCard (n + 1) (univ : Finset ι)).filter (fun S => i ∈ S))
      + #((powersetCard (n + 1) (univ : Finset ι)).filter (fun S => ¬ i ∈ S))
      = #(powersetCard (n + 1) (univ : Finset ι)) := by
    rw [card_filter, card_filter, ← sum_add_distrib, card_eq_sum_ones]
    refine sum_congr rfl fun S _ => ?_
    by_cases h : i ∈ S <;> simp [h]
  have hc : #((univ : Finset ι).erase i) = M := by
    simp [card_erase_of_mem, hN]
  -- Pascal's rule
  rw [h1, card_powersetCard, card_powersetCard, hc, card_univ, hN,
    Nat.choose_succ_succ'] at h2
  omega

/-- Sum rule: on `M + 1` spin orbitals the energies of all determinants with `n + 1`
electrons add up to `C(M, n)` times the sum of the orbital energies. -/
theorem sum_configEnergy {M : ℕ} (hN : Fintype.card ι = M + 1) (n : ℕ) (e : ι → ℝ) :
    ∑ S ∈ configs ι (n + 1), configEnergy e S = (M.choose n : ℝ) * ∑ i, e i := by
  classical
  have h1 : ∀ S : Finset ι, configEnergy e S = ∑ i, if i ∈ S then e i else 0 := by
    intro S
    simp [configEnergy]
  -- exchange the sums and count the determinants occupying each orbital
  rw [sum_congr rfl fun S _ => h1 S, sum_comm, mul_sum]
  refine sum_congr rfl fun i _ => ?_
  rw [← sum_filter, sum_const, card_configs_occupied hN, nsmul_eq_mul]

/-- For `n ≤ M + 1` electrons in `M + 1` spin orbitals the configuration average is
`n` times the mean orbital energy. -/
theorem configAverage_eq {M n : ℕ} (hN : Fintype.card ι = M + 1) (hn : n ≤ M + 1)
    (e : ι → ℝ) :
    configAverage n e = (n : ℝ) * ((∑ i, e i) / ((M : ℝ) + 1)) := by
  cases n with
  | zero => simp [configAverage, configs, configEnergy]
  | succ n =>
    have hcard : #(configs ι (n + 1)) = (M + 1).choose (n + 1) := by
      rw [configs, card_powersetCard, card_univ, hN]
    have hpos : (((M + 1).choose (n + 1) : ℕ) : ℝ) ≠ 0 := by
      exact_mod_cast (Nat.choose_pos hn).ne'
    have key : ((M : ℝ) + 1) * (M.choose n : ℝ)
        = (((M + 1).choose (n + 1) : ℕ) : ℝ) * ((n : ℝ) + 1) := by
      exact_mod_cast Nat.add_one_mul_choose_eq M n
    have hM : (M : ℝ) + 1 ≠ 0 := by positivity
    have hC : (M.choose n : ℝ)
        = (((M + 1).choose (n + 1) : ℕ) : ℝ) * ((n : ℝ) + 1) / ((M : ℝ) + 1) := by
      rw [eq_div_iff hM]
      linarith
    rw [configAverage, sum_configEnergy hN, hcard, div_eq_iff hpos, hC, Nat.cast_succ n]
    ring

/-- For `1 ≤ n ≤ N` electrons in `N` spin orbitals, two sets of orbital energies give
the same configuration average exactly when their sums agree. -/
theorem configAverage_eq_iff {n : ℕ} (h1 : 1 ≤ n) (hn : n ≤ Fintype.card ι)
    (e e' : ι → ℝ) :
    configAverage n e' = configAverage n e ↔ ∑ i, e' i = ∑ i, e i := by
  obtain ⟨M, hN⟩ : ∃ M, Fintype.card ι = M + 1 := ⟨Fintype.card ι - 1, by omega⟩
  have hn' : n ≤ M + 1 := by omega
  have hn0 : (n : ℝ) ≠ 0 := by
    have : n ≠ 0 := by omega
    exact_mod_cast this
  have hM : (M : ℝ) + 1 ≠ 0 := by positivity
  rw [configAverage_eq hN hn', configAverage_eq hN hn', mul_right_inj' hn0,
    div_left_inj' hM]

/-- Barycentre rule: for `1 ≤ n ≤ N`, shifting the orbital energies by `v` leaves the
configuration average unchanged exactly when the shifts sum to zero. -/
theorem barycentre_rule {n : ℕ} (h1 : 1 ≤ n) (hn : n ≤ Fintype.card ι) (e v : ι → ℝ) :
    configAverage n (e + v) = configAverage n e ↔ ∑ i, v i = 0 := by
  rw [configAverage_eq_iff h1 hn]
  simp only [Pi.add_apply, sum_add_distrib]
  constructor <;> intro h <;> linarith

/-- Barycentre rule for operators: for Hermitian one-electron matrices `H` and `V` and
`1 ≤ n ≤ N`, the configuration average over the eigenvalues of `H + V` equals that over
the eigenvalues of `H` exactly when `V` is traceless. -/
theorem barycentre_rule_operator {𝕜 : Type*} [RCLike 𝕜] [DecidableEq ι]
    {H V : Matrix ι ι 𝕜} (hH : H.IsHermitian) (hV : V.IsHermitian)
    {n : ℕ} (h1 : 1 ≤ n) (hn : n ≤ Fintype.card ι) :
    configAverage n (hH.add hV).eigenvalues = configAverage n hH.eigenvalues
      ↔ V.trace = 0 := by
  rw [configAverage_eq_iff h1 hn]
  -- the sum of the orbital energies is the trace
  have a : (H + V).trace = ((∑ i, (hH.add hV).eigenvalues i : ℝ) : 𝕜) := by
    rw [(hH.add hV).trace_eq_sum_eigenvalues, RCLike.ofReal_sum]
  have b : H.trace = ((∑ i, hH.eigenvalues i : ℝ) : 𝕜) := by
    rw [hH.trace_eq_sum_eigenvalues, RCLike.ofReal_sum]
  rw [Matrix.trace_add] at a
  constructor
  · intro h
    rw [h, ← b] at a
    linear_combination a
  · intro h
    rw [h, add_zero, b] at a
    exact (RCLike.ofReal_injective a).symm

/-- Levels of a d shell (five orbitals, two spin states) of bare energy `ε` in a cubic
field: three orbitals are shifted by `x` and two by `x + Δ`. -/
def cubicLevels (ε x Δ : ℝ) (p : Fin 5 × Fin 2) : ℝ :=
  ε + ![x, x, x, x + Δ, x + Δ] p.1

/-- For `1 ≤ n ≤ 10` electrons in a d shell with cubic splitting `Δ`, the configuration
average stays at `n ε` exactly when the threefold level is shifted by `-2Δ/5`. -/
theorem cubic_barycentre (ε x Δ : ℝ) {n : ℕ} (h1 : 1 ≤ n) (hn : n ≤ 10) :
    configAverage n (cubicLevels ε x Δ) = (n : ℝ) * ε ↔ x = -(2 / 5) * Δ := by
  have hN : Fintype.card (Fin 5 × Fin 2) = 9 + 1 := by simp
  have hs : ∑ p, cubicLevels ε x Δ p = 10 * ε + 10 * x + 4 * Δ := by
    simp [cubicLevels, Fintype.sum_prod_type, Fin.sum_univ_succ]
    ring
  have hn0 : (n : ℝ) ≠ 0 := by
    have : n ≠ 0 := by omega
    exact_mod_cast this
  have h10 : ((9 : ℕ) : ℝ) + 1 = 10 := by norm_num
  rw [configAverage_eq hN hn, hs, h10, mul_right_inj' hn0]
  constructor <;> intro h <;> linarith

end

end BarycentreRule
```

```lean
#print axioms BarycentreRule.barycentre_rule
-- 'BarycentreRule.barycentre_rule' depends on axioms: [propext, Classical.choice, Quot.sound]
#print axioms BarycentreRule.barycentre_rule_operator
-- 'BarycentreRule.barycentre_rule_operator' depends on axioms: [propext, Classical.choice, Quot.sound]
#print axioms BarycentreRule.cubic_barycentre
-- 'BarycentreRule.cubic_barycentre' depends on axioms: [propext, Classical.choice, Quot.sound]
```

### The statements and their proofs

`card_configs_occupied` is step 1. Its `h1` identifies the determinants without `i` with `powersetCard (n + 1) (univ.erase i)`, `h2` says that the occupied and empty classes together exhaust all determinants, and `hc` counts the remaining orbitals as `M`. After `Nat.choose_succ_succ'` supplies Pascal's rule, `omega` cancels $\binom{M}{n+1}$ from both sides.

`sum_configEnergy` is step 2 and holds for every `n`; when $n + 1 > M + 1$ there are no determinants, and both sides vanish. Its `h1` rewrites $E(S)$ as a sum over all orbitals of `if i ∈ S then e i else 0`, and `sum_comm` exchanges the sums. For each `i` the inner sum becomes a constant summed over the determinants that contain `i`, whose number step 1 gives.

`configAverage_eq` is step 3, split into zero electrons and `n + 1` electrons. `hcard` evaluates the denominator, `hpos` uses the upper bound `hn` to show that it is nonzero, and `key` is the binomial identity, taken from `Nat.add_one_mul_choose_eq`.

`configAverage_eq_iff` is step 4. Here $M$ is absent from the statement, since $1 \le n \le N$ forces $N \ge 1$, and the proof obtains `M` in its first line. `mul_right_inj'` cancels $n$ and `div_left_inj'` cancels $M + 1$. `barycentre_rule` applies this to `e + v`, the pointwise sum, and proves both directions of step 5.

`barycentre_rule_operator` is step 6. The equations `a` and `b` express the two traces as real eigenvalue sums cast into `𝕜`, by `trace_eq_sum_eigenvalues`. After `Matrix.trace_add`, equal sums give $\operatorname{tr} V = 0$ by subtraction, and in the other direction `RCLike.ofReal_injective` brings the equality back to the reals.

In `cubicLevels` a spin orbital is a pair `p : Fin 5 × Fin 2`; the orbital index `p.1` takes the values $0, 1, 2$ on the threefold level and $3, 4$ on the twofold level, and the energy does not depend on spin. `cubic_barycentre` computes the sum in `hs` and follows step 7.

### Remarks

The pattern $3 + 2$ is put in by the definition and is not derived from the cubic group. The real number $\Delta$ has no sign condition: $\Delta > 0$ places the threefold level lower, as in an octahedral field, and $\Delta < 0$ reverses the order, as in a tetrahedral one. The theorems also do not say that a given field is traceless; they say that tracelessness is what keeps the average fixed.

The lower bound $1 \le n$ matters for the direction from an unchanged average to a vanishing sum. Take one spin orbital, $n = 0$ and $v = 1$: the average is $0$ with and without the shift, while $\sum_i v_i = 1$. The upper bound matters in the same direction for a formal reason: for $n > N$ the collection of determinants is empty, Lean reads $0/0$ as $0$, and all level schemes then have the same average.

At the smallest size, $N = 1$ and $n = 1$, one has $M = 0$, a single determinant and the factor $\binom{0}{0} = 1$, and the rule says that the level is unchanged exactly when its shift is zero. For a filled shell, $n = N$, there is again one determinant and $\bar E_N = \sum_i e_i$, so a traceless field does not change the one-electron energy of $d^{10}$.

The indicator rewriting in `sum_configEnergy` can be reused for other double counts. `sum_comm` needs an inner range that does not depend on the outer index, and replacing $\sum_{i \in S}$ by a sum over all $i$ of an `if` expression provides one. After the exchange, `sum_filter` read from right to left and `sum_const` turn the inner sum into a cardinality times a constant.
